# The lower bound w − r/h for excitation energies with an error in the energy matrix

In multireference perturbation theory with approximate active-space density matrices, one often diagonalises the overlap matrix (metric) of the excitations, discards eigenvectors whose eigenvalues fall below a threshold \(h\), and solves a generalized eigenvalue problem in the space that remains. Its eigenvalues, called excitation energies here, enter the energy denominators of the perturbation theory. The bound below relates that threshold to the error the energy matrix can tolerate before an excitation energy turns negative, for finite matrices and a metric that is itself free of error.

In Lean 4 with Mathlib:

```lean
import Mathlib

open Matrix

namespace IntruderStateBound

noncomputable section

variable {n : Type*} [Fintype n]
```

The finite index set `n` labels the excitations that remain, for instance the kept metric eigenvectors, and a vector `x : n → ℂ` holds one complex amplitude for each.

```lean
/-- The squared norm of an excitation vector. -/
def weight (x : n → ℂ) : ℝ := ∑ i, Complex.normSq (x i)
```

This is \(\|x\|^2=\sum_i |x_i|^2\).

```lean
/-- The real part of the unnormalised expectation value `x* A x`. -/
def expect (A : Matrix n n ℂ) (x : n → ℂ) : ℝ := (star x ⬝ᵥ (A *ᵥ x)).re
```

With \(x^*\) the conjugate transpose, `expect A x` is \(\mathrm{Re}\,(x^*Ax)\). The symbol `*ᵥ` applies a matrix to a vector, and `⬝ᵥ` is the dot product without conjugation, hence the explicit `star`. The normalised expectation value is `expect A x` divided by `weight x`.

```lean
/-- A Hermitian metric `S` bounded below by `h > 0`, a Hermitian energy matrix `K` bounded
below by `w S`, and a Hermitian error matrix `R` whose form is bounded by `r`. -/
structure BoundedError (S K R : Matrix n n ℂ) (h w r : ℝ) : Prop where
  metric_herm : S.IsHermitian
  energy_herm : K.IsHermitian
  error_herm : R.IsHermitian
  h_pos : 0 < h
  metric_lower : ∀ x, h * weight x ≤ expect S x
  energy_lower : ∀ x, w * expect S x ≤ expect K x
  error_bound : ∀ x, |expect R x| ≤ r * weight x
```

A structure in `Prop` is a named list of hypotheses. Here \(S\) is the metric, \(K\) the exact energy matrix and \(R\) its error, all Hermitian, with

\[
x^*Sx\ge h\|x\|^2,\qquad x^*Kx\ge w\,x^*Sx,\qquad |x^*Rx|\le r\|x\|^2 .
\]

The number \(h>0\) stands for a lower bound on the metric eigenvalues kept, such as the threshold, \(w\) for a lower bound on the exact excitation energies, and \(r\) for the size of the error. All three bounds are assumed, not derived from a Hamiltonian or a density matrix.

```lean
/-- A nonzero excitation vector has positive squared norm. -/
theorem weight_pos {x : n → ℂ} (hx : x ≠ 0) : 0 < weight x := by
  obtain ⟨i, hi⟩ := Function.ne_iff.mp hx
  exact Finset.sum_pos' (fun j _ => Complex.normSq_nonneg (x j))
    ⟨i, Finset.mem_univ i, Complex.normSq_pos.mpr hi⟩
```

A nonzero vector has a nonzero component, whose squared modulus makes the sum positive.

```lean
/-- The expectation value of a Hermitian matrix has no imaginary part. -/
theorem hermitian_form_real {A : Matrix n n ℂ} (hA : A.IsHermitian) (x : n → ℂ) :
    (star x ⬝ᵥ (A *ᵥ x)).im = 0 := by
  have h : star x ⬝ᵥ (A *ᵥ x) = star (star x ⬝ᵥ (A *ᵥ x)) := by
    calc star x ⬝ᵥ (A *ᵥ x) = star (star (A *ᵥ x) ⬝ᵥ x) := Matrix.star_dotProduct _ _
      _ = star (star x ⬝ᵥ (A *ᵥ x)) := by
        rw [Matrix.star_mulVec, hA.eq, Matrix.dotProduct_mulVec]
  exact Complex.conj_eq_iff_im.mp h.symm
```

If \(A^*=A\), then \(\overline{x^*Ax}=x^*A^*x=x^*Ax\), so the number is real.

```lean
/-- Projecting the generalized eigenvalue equation on its own solution balances the energy
and error expectation values against the metric, separately in real and imaginary part. -/
theorem energy_balance {S K R : Matrix n n ℂ} (hS : S.IsHermitian) (hK : K.IsHermitian)
    (hR : R.IsHermitian) {x : n → ℂ} {E : ℂ} (heq : (K + R) *ᵥ x = E • (S *ᵥ x)) :
    expect K x + expect R x = E.re * expect S x ∧ E.im * expect S x = 0 := by
  have e : star x ⬝ᵥ (K *ᵥ x) + star x ⬝ᵥ (R *ᵥ x) = E * (star x ⬝ᵥ (S *ᵥ x)) := by
    rw [← dotProduct_add, ← Matrix.add_mulVec, heq, dotProduct_smul, smul_eq_mul]
  have h1 := congrArg Complex.re e
  have h2 := congrArg Complex.im e
  rw [Complex.add_re, Complex.mul_re, hermitian_form_real hS] at h1
  rw [Complex.add_im, Complex.mul_im, hermitian_form_real hS, hermitian_form_real hK,
    hermitian_form_real hR] at h2
  unfold expect
  constructor <;> linarith
```

The hypothesis `heq` is \((K+R)x=E\,Sx\), with \(E\) allowed to be complex. Multiplying by \(x^*\) from the left gives

\[
x^*Kx+x^*Rx=E\,x^*Sx .
\]

All three forms are real, so the real part has \(\mathrm{Re}\,E\) on the right, and the imaginary part says \(\mathrm{Im}\,E\; x^*Sx=0\).

```lean
/-- Every excitation energy of the perturbed problem is real and at least `w - r / h`. -/
theorem excitation_energy_bound {S K R : Matrix n n ℂ} {h w r : ℝ}
    (M : BoundedError S K R h w r) {x : n → ℂ} (hx : x ≠ 0) {E : ℂ}
    (heq : (K + R) *ᵥ x = E • (S *ᵥ x)) : E.im = 0 ∧ w - r / h ≤ E.re := by
  obtain ⟨hre, him⟩ := energy_balance M.metric_herm M.energy_herm M.error_herm heq
  have hN := weight_pos hx
  have hs : 0 < expect S x := lt_of_lt_of_le (mul_pos M.h_pos hN) (M.metric_lower x)
  refine ⟨(mul_eq_zero.mp him).resolve_right hs.ne', ?_⟩
  have hr : 0 ≤ r :=
    nonneg_of_mul_nonneg_left ((abs_nonneg _).trans (M.error_bound x)) hN
  -- the metric bound converts the error per norm into an error per metric weight
  have h1 : r / h * (h * weight x) ≤ r / h * expect S x :=
    mul_le_mul_of_nonneg_left (M.metric_lower x) (div_nonneg hr M.h_pos.le)
  rw [← mul_assoc, div_mul_cancel₀ _ M.h_pos.ne'] at h1
  have h2 := (abs_le.mp (M.error_bound x)).1
  have h3 := M.energy_lower x
  refine le_of_mul_le_mul_right ?_ hs
  rw [sub_mul]
  linarith
```

Since \(x^*Sx\ge h\|x\|^2>0\), the second balance forces \(\mathrm{Im}\,E=0\). The metric bound also gives \(r\|x\|^2\le (r/h)\,x^*Sx\), where \(r\ge 0\) follows from the error bound. Hence

\[
E\,x^*Sx\;\ge\; w\,x^*Sx-r\|x\|^2\;\ge\;\Big(w-\frac rh\Big)x^*Sx ,
\]

and dividing by \(x^*Sx\) proves the claim.

The proof turns on `le_of_mul_le_mul_right`, which performs that division in reverse: it replaces the goal by the same inequality multiplied by the positive number `expect S x`. After `sub_mul` expands the bracket, `linarith` can treat products such as `w * expect S x` as single unknowns, and the remaining inequality is linear in them.

```lean
/-- If the error bound `r` is smaller than `w h`, every excitation energy is positive. -/
theorem no_false_negative {S K R : Matrix n n ℂ} {h w r : ℝ}
    (M : BoundedError S K R h w r) (hsafe : r < w * h) {x : n → ℂ} (hx : x ≠ 0) {E : ℂ}
    (heq : (K + R) *ᵥ x = E • (S *ᵥ x)) : 0 < E.re := by
  have h1 := (excitation_energy_bound M hx heq).2
  have h2 : r / h < w := (div_lt_iff₀ M.h_pos).mpr hsafe
  linarith
```

If \(r<wh\), then \(r/h<w\) and every excitation energy is positive. In canonical orthogonalisation, the kept metric eigenvectors are scaled by the inverse square roots of their eigenvalues before \(K+R\) is diagonalised. This scaling can amplify the error by up to \(1/h\). If \(w>0\) and \(r\) is a true upper bound on the error, not merely an estimate of it, a threshold above \(r/w\) therefore keeps every excitation energy positive within this model.

```lean
/-- A level shift `σ S` added to the energy matrix raises the lower bound by `σ`. -/
theorem level_shift_bound {S K R : Matrix n n ℂ} {h w r : ℝ}
    (M : BoundedError S K R h w r) (σ : ℝ) {x : n → ℂ} (hx : x ≠ 0) {E : ℂ}
    (heq : (K + R + (σ : ℂ) • S) *ᵥ x = E • (S *ᵥ x)) : w + σ - r / h ≤ E.re := by
  have h0 : (K + R) *ᵥ x = (E - (σ : ℂ)) • (S *ᵥ x) := by
    rw [Matrix.add_mulVec, Matrix.smul_mulVec] at heq
    rw [sub_smul, ← heq, add_sub_cancel_right]
  have h1 := (excitation_energy_bound M hx h0).2
  rw [Complex.sub_re, Complex.ofReal_re] at h1
  linarith
```

Adding \(\sigma S\) to the energy matrix gives \((K+R)x=(E-\sigma)Sx\). The previous bound applies to \(E-\sigma\), so the bound on \(E\) rises by \(\sigma\).

```lean
/-- For `r > 0` the lower bound is attained exactly when the metric, energy and error
inequalities are all equalities on the solution, the error being at its negative limit. -/
theorem bound_attained_iff {S K R : Matrix n n ℂ} {h w r : ℝ}
    (M : BoundedError S K R h w r) (hr : 0 < r) {x : n → ℂ} (hx : x ≠ 0) {E : ℂ}
    (heq : (K + R) *ᵥ x = E • (S *ᵥ x)) :
    E.re = w - r / h ↔ expect S x = h * weight x ∧ expect K x = w * expect S x ∧
      expect R x = -(r * weight x) := by
  have hre := (energy_balance M.metric_herm M.energy_herm M.error_herm heq).1
  have hN := weight_pos hx
  have hq : 0 < r / h := div_pos hr M.h_pos
  have hc : r / h * (h * weight x) = r * weight x := by
    rw [← mul_assoc, div_mul_cancel₀ _ M.h_pos.ne']
  constructor
  · intro hE
    have h1 := mul_le_mul_of_nonneg_left (M.metric_lower x) hq.le
    have h2 := (abs_le.mp (M.error_bound x)).1
    have h3 := M.energy_lower x
    rw [hE, sub_mul] at hre
    -- the chain of inequalities closes on itself, so each link is an equality
    have h4 : r / h * expect S x = r / h * (h * weight x) := by linarith
    exact ⟨mul_left_cancel₀ hq.ne' h4, by linarith, by linarith⟩
  · rintro ⟨h1, h2, h3⟩
    have hs : expect S x ≠ 0 := by
      rw [h1]
      exact (mul_pos M.h_pos hN).ne'
    apply mul_right_cancel₀ hs
    rw [← hre, h2, h3, sub_mul, ← hc, ← h1]
    ring
```

If \(E=w-r/h\), the two ends of the chain above coincide, so each inequality in it is an equality. Because \(r>0\), the factor \(r/h\) can be cancelled, giving \(x^*Sx=h\|x\|^2\). The normalised error is then exactly \(-r\). Conversely, inserting the three equalities into the energy balance returns \(E=w-r/h\).

```lean
variable [DecidableEq n]

/-- The real multiple `c` of the identity matrix. -/
def flat (n : Type*) [DecidableEq n] (c : ℝ) : Matrix n n ℂ :=
  (c : ℂ) • (1 : Matrix n n ℂ)
```

`flat n c` is the matrix \(c\,\mathbb 1\).

```lean
/-- The unnormalised expectation value of `c` times the identity is `c` times the squared norm. -/
theorem expect_flat (c : ℝ) (x : n → ℂ) : expect (flat n c) x = c * weight x := by
  simp only [expect, flat, weight, Matrix.smul_mulVec, Matrix.one_mulVec, dotProduct,
    Pi.smul_apply, Pi.star_apply, smul_eq_mul, Complex.re_sum, Finset.mul_sum]
  refine Finset.sum_congr rfl fun i _ => ?_
  simp only [Complex.star_def, Complex.mul_re, Complex.mul_im, Complex.conj_re,
    Complex.conj_im, Complex.ofReal_re, Complex.ofReal_im, Complex.normSq_apply]
  ring
```

Its form is \(c\|x\|^2\), computed component by component.

```lean
/-- For `h > 0` and `r ≥ 0`, in any dimension, the multiples `h`, `w h` and `-r` of the identity
meet all the assumptions, and every vector solves the equation with energy `w - r / h`. -/
theorem bound_sharp_witness {h r : ℝ} (w : ℝ) (hh : 0 < h) (hr : 0 ≤ r) :
    BoundedError (flat n h) (flat n (w * h)) (flat n (-r)) h w r ∧
      ∀ x : n → ℂ, (flat n (w * h) + flat n (-r)) *ᵥ x =
        ((w - r / h : ℝ) : ℂ) • (flat n h *ᵥ x) := by
  have herm : ∀ c : ℝ, (flat n c).IsHermitian := fun c => by
    simp [flat, Matrix.IsHermitian, Matrix.conjTranspose_smul]
  refine ⟨⟨herm _, herm _, herm _, hh, fun x => ?_, fun x => ?_, fun x => ?_⟩, fun x => ?_⟩
  · rw [expect_flat]
  · rw [expect_flat, expect_flat, mul_assoc]
  · have hN : 0 ≤ weight x := Finset.sum_nonneg fun i _ => Complex.normSq_nonneg (x i)
    rw [expect_flat, abs_mul, abs_neg, abs_of_nonneg hr, abs_of_nonneg hN]
  · have e : w * h + -r = (w - r / h) * h := by
      rw [sub_mul, div_mul_cancel₀ _ hh.ne']
      ring
    simp only [flat, ← add_smul, Matrix.smul_mulVec, Matrix.one_mulVec, smul_smul]
    rw [← Complex.ofReal_add, ← Complex.ofReal_mul, e]
```

Take \(S=h\mathbb 1\), \(K=wh\mathbb 1\) and \(R=-r\mathbb 1\). All the assumed inequalities become equalities, and

\[
(wh-r)x=\Big(w-\frac rh\Big)hx .
\]

Any nonzero vector therefore attains the bound, already in dimension one.

```lean
/-- For every gap `w > 0` and every error size `r > 0`, the one-dimensional problem with
metric `r / (2 w)`, energy matrix `r / 2` and error `-r` has the excitation energy `-w`. -/
theorem small_error_false_negative {w r : ℝ} (hw : 0 < w) (hr : 0 < r) :
    BoundedError (flat (Fin 1) (r / (2 * w))) (flat (Fin 1) (r / 2)) (flat (Fin 1) (-r))
        (r / (2 * w)) w r ∧
      ∀ x : Fin 1 → ℂ, (flat (Fin 1) (r / 2) + flat (Fin 1) (-r)) *ᵥ x =
        ((-w : ℝ) : ℂ) • (flat (Fin 1) (r / (2 * w)) *ᵥ x) := by
  have hw0 : w ≠ 0 := hw.ne'
  have hr0 : r ≠ 0 := hr.ne'
  have h1 : w * (r / (2 * w)) = r / 2 := by field_simp
  have h2 : r / (r / (2 * w)) = 2 * w := by field_simp
  have h3 : w - r / (r / (2 * w)) = -w := by rw [h2]; ring
  have key := bound_sharp_witness (n := Fin 1) w (div_pos hr (mul_pos two_pos hw)) hr.le
  rw [h1, h3] at key
  exact key

end

end IntruderStateBound
```

`Fin 1` is an index set with one element, so the matrices are numbers: \(S=r/(2w)\), \(K=r/2\), \(R=-r\). The exact excitation energy is \(K/S=w\), while the perturbed one is

\[
\frac{r/2-r}{r/(2w)}=-w .
\]

However small the absolute error \(r\), a false negative energy of the full size of the gap can occur, because the metric and the energy matrix in this example shrink along with \(r\). Relative to the exact energy matrix the error is not small: it is always twice as large. At a fixed threshold \(h\), errors below \(wh\) cannot do this.

```lean
#print axioms IntruderStateBound.excitation_energy_bound
#print axioms IntruderStateBound.no_false_negative
#print axioms IntruderStateBound.bound_attained_iff
#print axioms IntruderStateBound.small_error_false_negative
```

```
'IntruderStateBound.excitation_energy_bound' depends on axioms: [propext, Classical.choice, Quot.sound]
'IntruderStateBound.no_false_negative' depends on axioms: [propext, Classical.choice, Quot.sound]
'IntruderStateBound.bound_attained_iff' depends on axioms: [propext, Classical.choice, Quot.sound]
'IntruderStateBound.small_error_false_negative' depends on axioms: [propext, Classical.choice, Quot.sound]
```
